# Completeness of a full orthonormal set of normal modes in a finite harmonic system

A finite harmonic system has a real dynamical matrix `D`, whose eigenvectors `e s` are the normal modes and whose eigenvalues `l s` are the squared frequencies. The modes are assumed orthonormal, and there are as many of them as coordinates, since both are indexed by `n`. The theorem states that they are complete: the sum over modes of `e s i * e s j` is 1 if `i = j` and 0 otherwise. The attempt puts the modes in the rows of a square matrix, so that orthonormality says this matrix times its transpose is the identity. It then swaps the two factors and reads off the entry at `i`, `j`; the eigenvalue equation is not needed.

As first written in Lean, the proof fails:

```lean
import Mathlib

open Matrix

namespace Completeness

noncomputable section

variable {n : Type*} [Fintype n] [DecidableEq n]

/-- The vectors `e s` are orthonormal eigenvectors of the dynamical matrix `D`, with
squared frequencies `l s`. -/
structure NormalModes (D : Matrix n n ℝ) (e : n → n → ℝ) (l : n → ℝ) : Prop where
  orthonormal : ∀ s t, e s ⬝ᵥ e t = if s = t then 1 else 0
  eigen : ∀ s, D *ᵥ e s = l s • e s

variable {D : Matrix n n ℝ} {e : n → n → ℝ} {l : n → ℝ}

/-- Normal modes are complete: `∑ₛ eₛ(i) eₛ(j) = δᵢⱼ`. -/
theorem NormalModes.completeness (h : NormalModes D e l) (i j : n) :
    ∑ s, e s i * e s j = if i = j then 1 else 0 := by
  have h1 : Matrix.of e * (Matrix.of e)ᵀ = 1 := by
    ext s t
    simpa [Matrix.mul_apply, Matrix.one_apply, dotProduct] using h.orthonormal s t
  have h2 := congrFun (congrFun (mul_eq_one_comm.1 h1) i) j
  simpa [Matrix.mul_apply, Matrix.one_apply] using h2

end

end Completeness
```

Messages:

```
Main.lean:25:22: error: Application type mismatch: The argument
  congrFun (mul_eq_one_comm.mp ?m.84) i
has type
  (?m.81 * ?m.80) i = 1 i
but is expected to have type
  ?m.71 = ?m.72
in the application
  congrFun (congrFun (mul_eq_one_comm.mp ?m.84) i)
Main.lean:21:48: error: stuck at solving universe constraint
  ?u.79 + 1 =?= imax (u_1 + 1) ?u.77
while trying to unify
  Eq.{imax (u_1 + 1) ?u.77} (HMul.hMul.{?u.79, ?u.79, ?u.79} ?m.81 ?m.80) (OfNat.ofNat.{?u.79} 1) : Prop
with
  Eq.{?u.79 + 1} (HMul.hMul.{?u.79, ?u.79, ?u.79} ?m.81 ?m.80) (OfNat.ofNat.{?u.79} 1) : Prop
```

As a diff, the version that Lean accepts:

```diff
@@ -23,6 +23,7 @@
     ext s t
     simpa [Matrix.mul_apply, Matrix.one_apply, dotProduct] using h.orthonormal s t
-  have h2 := congrFun (congrFun (mul_eq_one_comm.1 h1) i) j
-  simpa [Matrix.mul_apply, Matrix.one_apply] using h2
+  have h2 : (Matrix.of e)ᵀ * Matrix.of e = 1 := mul_eq_one_comm.1 h1
+  have h3 := congrArg (fun M : Matrix n n ℝ => M i j) h2
+  simpa [Matrix.mul_apply, Matrix.one_apply] using h3
 
 end
```

Diagnosis. The fault is in the line that swaps the factors and takes the entry in one go. `congrFun` needs an equation between functions, and here it is applied twice to `mul_eq_one_comm.1 h1`, whose type Lean has not yet worked out. The first message shows this: the factors are still the unknowns `?m.81` and `?m.80`, and `h1`, which would fix them, is still the placeholder `?m.84`. Lean therefore can't match the inner result, an equation at `i`, with the equation between functions that the outer `congrFun` expects. The second message is the same trouble at the level of universes: Lean can't match the universe of the unknown factors' type with that of a function type on `n`.

The repair first states the swapped equation as `h2`, with its type written out, so Lean knows that the factors are the transpose and the matrix itself. `h3` then applies the map `fun M : Matrix n n ℝ => M i j` to both sides with `congrArg`, which takes the entry without having to treat the equation as one between functions. The last `simpa` only changes to use `h3`.
